# For positive d and M, the neutrino mass matrix [[0, d], [d, M]] has two positive Majorana masses, the lighter one below d²/M

## How can a mass matrix with a negative eigenvalue describe two positive masses?

If I diagonalise the neutrino mass matrix as an ordinary Hermitian matrix, one of the two "masses" comes out negative. The matrix is

\[
A=\begin{pmatrix}0&d\\ d&M\end{pmatrix},\qquad d,M>0,
\]

with a Dirac mass \(d\) and a Majorana mass \(M\) for the right-handed neutrino. Its determinant is \(-d^2\), so the signs of the eigenvalues must differ. I am told that a phase in the mixing matrix cures this, and that the light mass is about \(d^2/M\) when \(d\ll M\). I would like to see the phase written down, the "about" replaced by two inequalities, and the whole argument checked by machine.

## The phase i turns −m₁ into m₁

Up to a sign convention, the Majorana mass term is \(\tfrac12\,\nu^T C A\,\nu\) plus its Hermitian conjugate, where \(C\) is the charge-conjugation matrix and \(\nu\) collects the two left-handed fields \(\nu_L\) and \((\nu_R)^c\). Substituting \(\nu=U\nu'\) with a unitary \(U\) replaces \(A\) by \(U^TAU\), with a transpose and no complex conjugation. The masses are therefore the diagonal entries of \(U^TAU\) when \(U\) is chosen to make this matrix diagonal with nonnegative entries, and these need not be eigenvalues of \(A\).

**Masses.** Let \(S=\sqrt{M^2+4d^2}\), and set

\[
m_1=\frac{S-M}{2},\qquad m_2=\frac{S+M}{2}.
\]

Since \(d>0\), we have \(S>M\), so both are positive. Also \(m_1m_2=(S^2-M^2)/4=d^2\) and \(m_2-m_1=M\).

**The negative eigenvalue.** Using these two relations,

\[
A\begin{pmatrix}m_2\\-d\end{pmatrix}
=\begin{pmatrix}-d^2\\ d(m_2-M)\end{pmatrix}
=\begin{pmatrix}-m_1m_2\\ m_1d\end{pmatrix}
=-m_1\begin{pmatrix}m_2\\-d\end{pmatrix}.
\]

**Mixing.** Normalise this vector with \(N=\sqrt{m_2^2+d^2}\), \(c=m_2/N\) and \(s=d/N\), so that it becomes \((c,-s)\). Then \(c^2+s^2=1\), \(dc=m_2s\), and \(ds=d^2/N=m_1m_2/N=m_1c\). With \(M=m_2-m_1\), these give

\[
\begin{aligned}
2dcs-Ms^2&=m_2s^2+m_1c^2-(m_2-m_1)s^2=m_1,\\
d(c^2-s^2)-Mcs&=m_2cs-m_1cs-(m_2-m_1)cs=0,\\
2dcs+Mc^2&=m_2s^2+m_1c^2+(m_2-m_1)c^2=m_2.
\end{aligned}
\]

The real rotation with columns \((c,-s)\) and \((s,c)\) thus brings \(A\) to \(\mathrm{diag}(-m_1,m_2)\). Now multiply the first column by \(i\):

\[
U=\begin{pmatrix}ic&s\\-is&c\end{pmatrix}.
\]

This \(U\) is still unitary. The first diagonal entry acquires \(i^2=-1\), the off-diagonal entries stay zero, and \(U^TAU=\mathrm{diag}(m_1,m_2)\).

**Bounds.** From \(m_1(m_1+M)=d^2\) it follows that

\[
m_1=\frac{d^2}{M}-\frac{m_1^2}{M}.
\]

The last term is positive, so \(m_1<d^2/M\). Hence \(m_1^2/M<d^4/M^3\), and

\[
\frac{d^2}{M}-\frac{d^4}{M^3}<m_1<\frac{d^2}{M}.
\]

**Other choices of \(U\).** Suppose a unitary \(U\) gives \(D=U^TAU=\mathrm{diag}(a,b)\) with \(0\le a\le b\). Then \(D^\dagger D=U^\dagger A^\dagger AU\). The trace gives \(a^2+b^2=M^2+2d^2\), and the determinant gives \(a^2b^2=d^4\), so \(ab=d^2\). Therefore \((b-a)^2=M^2\) and \((a+b)^2=M^2+4d^2\), which fixes \(a=m_1\) and \(b=m_2\).

A real matrix \(O\) cannot do the job. If \(O^TAO=\mathrm{diag}(a,b)\), the determinant gives \(ab=-(\det O)^2d^2\le0\).

## What the Lean theorems say about the masses

The main theorem, `seesaw`, takes real numbers `d` and `M` with `0 < d` and `0 < M`. It states that there are a unitary `U` and real `m₁`, `m₂` with the factorisation, positivity, product, difference and strict bounds derived above, and a nonzero vector `v` that `massMatrix d M` multiplies by `-m₁`.

`massMatrix d M` is \(A\) as a complex matrix. Index 0 of `Fin 2` belongs to the left-handed neutrino before mixing and to the light state after it; index 1 belongs to the right-handed neutrino and the heavy state. `Uᵀ` is the plain transpose, `Uᴴ` the conjugate transpose, and `*ᵥ` applies a matrix to a vector. The definitions `lightMass`, `heavyMass`, `mixCos`, `mixSin` and `mixing` are \(m_1,m_2,c,s,U\).

`masses_unique` needs only `0 ≤ M` and allows any real `d`. `real_mixing_sign` covers every real 2×2 matrix, orthogonal or not.

The zero entry of \(A\) is postulated: it stands for the absence of a direct Majorana mass for \(\nu_L\), which electroweak gauge symmetry forbids as a bare term. The model has one generation and no radiative corrections. The size of \(M\) is an input, so the theorems give the algebra of the seesaw and not the origin of a heavy scale. Likewise, the Takagi factorisation, that is, a unitary \(U\) making \(U^TAU\) diagonal with nonnegative entries, is constructed for this matrix, not for a general complex symmetric one.

Neither hypothesis can be dropped, although `0 < d` could be weakened to `d ≠ 0`: a negative \(d\) becomes positive when \(\nu_L\) is replaced by \(-\nu_L\). For \(d=0\), \(M=1\), the product relation would read \(m_1m_2=0\), against the positivity of both masses. For \(d=1\), \(M=-1\), the statement would require \(0<m_1<-1\).

For this real matrix, a Hermitian eigensolver returns \(-m_1\) and \(m_2\); the masses are the absolute values, and the sign goes into the phase of the light column.

```lean
import Mathlib

open Matrix

namespace MajoranaSeesaw

noncomputable section

/-- The mass matrix of one left-handed and one right-handed neutrino, with Dirac mass `d`
and Majorana mass `M` for the right-handed field only. -/
def massMatrix (d M : ℝ) : Matrix (Fin 2) (Fin 2) ℂ :=
  !![0, (d : ℂ); (d : ℂ), (M : ℂ)]

/-- The light Majorana mass, for `M ≥ 0`: `(√(M² + 4d²) - M) / 2`. -/
def lightMass (d M : ℝ) : ℝ := (Real.sqrt (M ^ 2 + 4 * d ^ 2) - M) / 2

/-- The heavy Majorana mass, for `M ≥ 0`: `(√(M² + 4d²) + M) / 2`. -/
def heavyMass (d M : ℝ) : ℝ := (Real.sqrt (M ^ 2 + 4 * d ^ 2) + M) / 2

/-- The cosine of the mixing angle, for `d, M > 0`. -/
def mixCos (d M : ℝ) : ℝ := heavyMass d M / Real.sqrt (heavyMass d M ^ 2 + d ^ 2)

/-- The sine of the mixing angle, for `d, M > 0`. -/
def mixSin (d M : ℝ) : ℝ := d / Real.sqrt (heavyMass d M ^ 2 + d ^ 2)

/-- The mixing matrix, for `d, M > 0`: a rotation whose first column is multiplied by the
phase `i`. -/
def mixing (d M : ℝ) : Matrix (Fin 2) (Fin 2) ℂ :=
  !![Complex.I * (mixCos d M : ℂ), (mixSin d M : ℂ);
    -(Complex.I * (mixSin d M : ℂ)), (mixCos d M : ℂ)]

/-- Two-by-two matrices agree when their four entries agree. -/
theorem matrix_eq {a b c d a' b' c' d' : ℂ} (h₁ : a = a') (h₂ : b = b')
    (h₃ : c = c') (h₄ : d = d') : !![a, b; c, d] = !![a', b'; c', d'] := by
  rw [h₁, h₂, h₃, h₄]

/-- For `d, M > 0` both masses are positive, their product is `d²` and their difference
is `M`. -/
theorem mass_relations {d M : ℝ} (hd : 0 < d) (hM : 0 < M) :
    0 < lightMass d M ∧ 0 < heavyMass d M ∧
      lightMass d M * heavyMass d M = d ^ 2 ∧ heavyMass d M - lightMass d M = M := by
  have hS : M < Real.sqrt (M ^ 2 + 4 * d ^ 2) :=
    Real.lt_sqrt_of_sq_lt (by linarith [pow_pos hd 2])
  have hsq : Real.sqrt (M ^ 2 + 4 * d ^ 2) ^ 2 = M ^ 2 + 4 * d ^ 2 :=
    Real.sq_sqrt (by positivity)
  unfold lightMass heavyMass
  refine ⟨by linarith, by linarith, ?_, by ring⟩
  linear_combination hsq / 4

/-- For `d, M > 0` the vector `(m₂, -d)` is an eigenvector of the mass matrix with the
negative eigenvalue `-m₁`. -/
theorem negative_eigenvalue {d M : ℝ} (hd : 0 < d) (hM : 0 < M) :
    massMatrix d M *ᵥ ![(heavyMass d M : ℂ), -(d : ℂ)] =
      (-(lightMass d M : ℂ)) • ![(heavyMass d M : ℂ), -(d : ℂ)] := by
  obtain ⟨-, -, hp, hm⟩ := mass_relations hd hM
  have hp' : (lightMass d M : ℂ) * heavyMass d M = (d : ℂ) ^ 2 := by exact_mod_cast hp
  have hm' : (heavyMass d M : ℂ) - lightMass d M = M := by exact_mod_cast hm
  have e₁ : (d : ℂ) * (-(d : ℂ)) = -(lightMass d M : ℂ) * heavyMass d M := by
    linear_combination hp'
  have e₂ : (d : ℂ) * heavyMass d M + M * (-(d : ℂ)) =
      -(lightMass d M : ℂ) * (-(d : ℂ)) := by
    linear_combination (d : ℂ) * hm'
  ext i
  fin_cases i
  · simpa [massMatrix, Matrix.mulVec, dotProduct, Fin.sum_univ_two] using e₁
  · simpa [massMatrix, Matrix.mulVec, dotProduct, Fin.sum_univ_two] using e₂

/-- For `d, M > 0` the mixing amplitudes are normalised and satisfy the two linear
relations `d cos θ = m₂ sin θ` and `d sin θ = m₁ cos θ`. -/
theorem mixing_relations {d M : ℝ} (hd : 0 < d) (hM : 0 < M) :
    mixCos d M ^ 2 + mixSin d M ^ 2 = 1 ∧
      d * mixCos d M = heavyMass d M * mixSin d M ∧
      d * mixSin d M = lightMass d M * mixCos d M := by
  obtain ⟨-, -, hp, -⟩ := mass_relations hd hM
  have hN : 0 < heavyMass d M ^ 2 + d ^ 2 := by positivity
  unfold mixCos mixSin
  refine ⟨?_, by ring, ?_⟩
  · rw [div_pow, div_pow, Real.sq_sqrt hN.le, ← add_div, div_self hN.ne']
  · linear_combination (-(Real.sqrt (heavyMass d M ^ 2 + d ^ 2))⁻¹) * hp

/-- For `d, M > 0` the mixing matrix `U` is unitary and `Uᵀ A U` is the diagonal matrix of
the light and heavy masses. -/
theorem takagi_factorization {d M : ℝ} (hd : 0 < d) (hM : 0 < M) :
    mixing d M ∈ Matrix.unitaryGroup (Fin 2) ℂ ∧
      (mixing d M)ᵀ * massMatrix d M * mixing d M =
        !![(lightMass d M : ℂ), 0; 0, (heavyMass d M : ℂ)] := by
  obtain ⟨-, -, -, hm⟩ := mass_relations hd hM
  obtain ⟨h₁, h₂, h₃⟩ := mixing_relations hd hM
  have k₁ : (mixCos d M : ℂ) ^ 2 + (mixSin d M : ℂ) ^ 2 = 1 := by exact_mod_cast h₁
  have k₂ : (d : ℂ) * mixCos d M = heavyMass d M * mixSin d M := by exact_mod_cast h₂
  have k₃ : (d : ℂ) * mixSin d M = lightMass d M * mixCos d M := by exact_mod_cast h₃
  have k₄ : (heavyMass d M : ℂ) - lightMass d M = M := by exact_mod_cast hm
  constructor
  · have hs : star (mixing d M) =
        !![-(Complex.I * (mixCos d M : ℂ)), Complex.I * (mixSin d M : ℂ);
          (mixSin d M : ℂ), (mixCos d M : ℂ)] := by
      ext i j
      fin_cases i <;> fin_cases j <;> simp [mixing, Matrix.star_apply, mul_comm]
    rw [Matrix.mem_unitaryGroup_iff', hs, mixing, Matrix.mul_fin_two, Matrix.one_fin_two]
    apply matrix_eq
    · linear_combination
        (-((mixCos d M : ℂ) ^ 2 + (mixSin d M : ℂ) ^ 2)) * Complex.I_sq + k₁
    · ring
    · ring
    · linear_combination k₁
  · have ht : (mixing d M)ᵀ =
        !![Complex.I * (mixCos d M : ℂ), -(Complex.I * (mixSin d M : ℂ));
          (mixSin d M : ℂ), (mixCos d M : ℂ)] := by
      ext i j
      fin_cases i <;> fin_cases j <;> rfl
    -- the three quadratic forms of the rotated mass matrix
    have e₁ : 2 * (d : ℂ) * mixCos d M * mixSin d M - M * (mixSin d M : ℂ) ^ 2 =
        lightMass d M := by
      linear_combination (mixSin d M : ℂ) * k₂ + (mixCos d M : ℂ) * k₃ +
        (mixSin d M : ℂ) ^ 2 * k₄ + (lightMass d M : ℂ) * k₁
    have e₂ : (d : ℂ) * ((mixCos d M : ℂ) ^ 2 - (mixSin d M : ℂ) ^ 2) -
        M * mixSin d M * mixCos d M = 0 := by
      linear_combination (mixCos d M : ℂ) * k₂ - (mixSin d M : ℂ) * k₃ +
        (mixSin d M : ℂ) * mixCos d M * k₄
    have e₃ : 2 * (d : ℂ) * mixCos d M * mixSin d M + M * (mixCos d M : ℂ) ^ 2 =
        heavyMass d M := by
      linear_combination (mixSin d M : ℂ) * k₂ + (mixCos d M : ℂ) * k₃ -
        (mixCos d M : ℂ) ^ 2 * k₄ + (heavyMass d M : ℂ) * k₁
    rw [ht, mixing, massMatrix, Matrix.mul_fin_two, Matrix.mul_fin_two]
    apply matrix_eq
    · -- the phase `i` squares to `-1` and turns `-m₁` into `m₁`
      linear_combination (-(2 * (d : ℂ) * mixCos d M * mixSin d M -
        M * (mixSin d M : ℂ) ^ 2)) * Complex.I_sq + e₁
    · linear_combination Complex.I * e₂
    · linear_combination Complex.I * e₂
    · linear_combination e₃

/-- For `d, M > 0` the light mass lies strictly between `d²/M - d⁴/M³` and the seesaw
value `d²/M`. -/
theorem seesaw_bounds {d M : ℝ} (hd : 0 < d) (hM : 0 < M) :
    d ^ 2 / M - d ^ 4 / M ^ 3 < lightMass d M ∧ lightMass d M < d ^ 2 / M := by
  obtain ⟨h₁, -, hp, hm⟩ := mass_relations hd hM
  have e : lightMass d M = d ^ 2 / M - lightMass d M ^ 2 / M := by
    rw [← sub_div, eq_div_iff hM.ne']
    linear_combination hp - lightMass d M * hm
  have hpos : 0 < lightMass d M ^ 2 / M := by positivity
  have hu : lightMass d M < d ^ 2 / M := by linarith
  -- insert the upper bound into the exact relation `e`
  have g : lightMass d M ^ 2 / M < (d ^ 2 / M) ^ 2 / M := by gcongr
  have f : d ^ 4 / M ^ 3 = (d ^ 2 / M) ^ 2 / M := by ring
  exact ⟨by linarith, hu⟩

/-- Seesaw mechanism: for `d, M > 0` a unitary `U` brings the mass matrix `A` to
`Uᵀ A U = diag(m₁, m₂)` with `m₁, m₂ > 0`, `m₁ m₂ = d²` and `m₂ - m₁ = M`, although `-m₁` is
an eigenvalue of `A`; and `d²/M - d⁴/M³ < m₁ < d²/M`. -/
theorem seesaw {d M : ℝ} (hd : 0 < d) (hM : 0 < M) :
    ∃ U ∈ Matrix.unitaryGroup (Fin 2) ℂ, ∃ m₁ m₂ : ℝ,
      Uᵀ * massMatrix d M * U = !![(m₁ : ℂ), 0; 0, (m₂ : ℂ)] ∧
      0 < m₁ ∧ 0 < m₂ ∧ m₁ * m₂ = d ^ 2 ∧ m₂ - m₁ = M ∧
      (∃ v : Fin 2 → ℂ, v ≠ 0 ∧ massMatrix d M *ᵥ v = (-(m₁ : ℂ)) • v) ∧
      d ^ 2 / M - d ^ 4 / M ^ 3 < m₁ ∧ m₁ < d ^ 2 / M := by
  obtain ⟨hU, hD⟩ := takagi_factorization hd hM
  obtain ⟨h₁, h₂, hp, hm⟩ := mass_relations hd hM
  refine ⟨mixing d M, hU, lightMass d M, heavyMass d M, hD, h₁, h₂, hp, hm,
    ⟨_, ?_, negative_eigenvalue hd hM⟩, seesaw_bounds hd hM⟩
  intro h
  have h0 : (heavyMass d M : ℂ) = 0 := congrFun h 0
  exact h₂.ne' (by exact_mod_cast h0)

/-- For `M ≥ 0` the masses do not depend on the unitary `U`: if `Uᵀ A U = diag(a, b)` with
`0 ≤ a ≤ b`, then `a` is the light mass and `b` the heavy mass. -/
theorem masses_unique {d M a b : ℝ} (hM : 0 ≤ M) (ha : 0 ≤ a) (hab : a ≤ b)
    {U : Matrix (Fin 2) (Fin 2) ℂ} (hU : U ∈ Matrix.unitaryGroup (Fin 2) ℂ)
    (hD : Uᵀ * massMatrix d M * U = !![(a : ℂ), 0; 0, (b : ℂ)]) :
    a = lightMass d M ∧ b = heavyMass d M := by
  have hU₁ : U * Uᴴ = 1 := Matrix.mem_unitaryGroup_iff.1 hU
  have hU₂ : Uᴴ * U = 1 := Matrix.mem_unitaryGroup_iff'.1 hU
  have hT : Uᵀᴴ * Uᵀ = 1 := by
    have h := congrArg Matrix.transpose hU₁
    rw [Matrix.transpose_mul, Matrix.transpose_one] at h
    exact h
  have hA : (massMatrix d M)ᴴ = massMatrix d M := by
    ext i j
    fin_cases i <;> fin_cases j <;> simp [massMatrix]
  obtain ⟨D, hDd⟩ : ∃ D : Matrix (Fin 2) (Fin 2) ℂ, D = !![(a : ℂ), 0; 0, (b : ℂ)] :=
    ⟨_, rfl⟩
  have hDs : Dᴴ = D := by
    rw [hDd]
    ext i j
    fin_cases i <;> fin_cases j <;> simp
  rw [← hDd] at hD
  -- the squared masses are the spectrum of `A† A`
  have H : D * D = Uᴴ * (massMatrix d M * massMatrix d M) * U := by
    calc D * D = Dᴴ * D := by rw [hDs]
      _ = (Uᵀ * massMatrix d M * U)ᴴ * (Uᵀ * massMatrix d M * U) := by rw [hD]
      _ = Uᴴ * ((massMatrix d M)ᴴ * ((Uᵀᴴ * Uᵀ) * (massMatrix d M * U))) := by
        simp only [Matrix.conjTranspose_mul, Matrix.mul_assoc]
      _ = Uᴴ * (massMatrix d M * massMatrix d M) * U := by
        rw [hT, hA, Matrix.one_mul]
        simp only [Matrix.mul_assoc]
  have ht := congrArg Matrix.trace H
  rw [Matrix.trace_mul_comm (Uᴴ * (massMatrix d M * massMatrix d M)) U,
    ← Matrix.mul_assoc, hU₁, Matrix.one_mul, hDd, massMatrix, Matrix.mul_fin_two,
    Matrix.mul_fin_two, Matrix.trace_fin_two_of, Matrix.trace_fin_two_of] at ht
  have ht' : a ^ 2 + b ^ 2 = M ^ 2 + 2 * d ^ 2 := by
    have h : (a : ℂ) ^ 2 + (b : ℂ) ^ 2 = (M : ℂ) ^ 2 + 2 * (d : ℂ) ^ 2 := by
      linear_combination ht
    exact_mod_cast h
  have hu : Uᴴ.det * U.det = 1 := by rw [← Matrix.det_mul, hU₂, Matrix.det_one]
  have hdet := congrArg Matrix.det H
  rw [Matrix.det_mul, Matrix.det_mul, Matrix.det_mul, Matrix.det_mul, hDd, massMatrix,
    Matrix.det_fin_two_of, Matrix.det_fin_two_of] at hdet
  have hsq : (a * b) ^ 2 = (d ^ 2) ^ 2 := by
    have h : ((a : ℂ) * b) ^ 2 = ((d : ℂ) ^ 2) ^ 2 := by
      linear_combination hdet + (d : ℂ) ^ 4 * hu
    exact_mod_cast h
  have hp : a * b = d ^ 2 :=
    (sq_eq_sq₀ (mul_nonneg ha (ha.trans hab)) (sq_nonneg d)).1 hsq
  have hm : b - a = M :=
    (sq_eq_sq₀ (sub_nonneg.2 hab) hM).1 (by linear_combination ht' - 2 * hp)
  have hs : M ^ 2 + 4 * d ^ 2 = (a + b) ^ 2 := by linear_combination -ht' - 2 * hp
  unfold lightMass heavyMass
  rw [hs, Real.sqrt_sq (add_nonneg ha (ha.trans hab))]
  constructor <;> linarith

/-- If a real matrix `O` brings the mass matrix to the form `Oᵀ A O = diag(a, b)`, then
`a b ≤ 0`, so `a` and `b` are not both positive. -/
theorem real_mixing_sign {d M a b : ℝ} (O : Matrix (Fin 2) (Fin 2) ℝ)
    (h : Oᵀ * !![0, d; d, M] * O = !![a, 0; 0, b]) : a * b ≤ 0 := by
  have hdet := congrArg Matrix.det h
  rw [Matrix.det_mul, Matrix.det_mul, Matrix.det_transpose, Matrix.det_fin_two_of,
    Matrix.det_fin_two_of] at hdet
  have e : a * b = -(O.det * d) ^ 2 := by linear_combination -hdet
  rw [e]
  exact neg_nonpos.2 (sq_nonneg _)

end

end MajoranaSeesaw
```

```lean
#print axioms MajoranaSeesaw.seesaw
#print axioms MajoranaSeesaw.masses_unique
#print axioms MajoranaSeesaw.real_mixing_sign
```

```
'MajoranaSeesaw.seesaw' depends on axioms: [propext, Classical.choice, Quot.sound]
'MajoranaSeesaw.masses_unique' depends on axioms: [propext, Classical.choice, Quot.sound]
'MajoranaSeesaw.real_mixing_sign' depends on axioms: [propext, Classical.choice, Quot.sound]
```

## From the square root to the factorisation in Lean

`mass_relations` obtains \(S>M\) from `Real.lt_sqrt_of_sq_lt` and the product from \(S^2=M^2+4d^2\). `negative_eigenvalue` checks the two components of the eigenvector equation, `e₁` and `e₂`, using the product and the difference of the masses.

`mixing_relations` proves the normalisation and the two linear relations for \(c\) and \(s\). In `takagi_factorization` these three relations become the complex identities `k₁` to `k₃`, the mass difference \(m_2-m_1=M\) becomes `k₄`, and `e₁`, `e₂`, `e₃` are the three displayed lines of the mixing calculation. Each `linear_combination` names the multiples of the known equations that add up to the goal. The matrix products are then compared entry by entry with `matrix_eq`; `Complex.I_sq` enters the first diagonal entry, where the sign changes.

In `seesaw_bounds`, `e` is the relation \(m_1=d^2/M-m_1^2/M\). It yields the upper bound `hu`, which `gcongr` squares and divides by \(M\) to give the lower one. `seesaw` assembles these results and shows that the eigenvector is nonzero because its first component is \(m_2>0\).

In `masses_unique`, `H` is the identity for \(D^\dagger D\), written as `D * D` because \(D\) and \(A\) are both Hermitian. Its trace and determinant give `ht'` and `hsq`, and the sign hypotheses allow the square roots to be taken. `real_mixing_sign` takes the determinant of its hypothesis and reads off minus a square.
